# Closed form for the linear coefficient of a monomial Slater determinant at pair coalescence

Let two of $n+2$ fermions with the same spin merge at a point $a$ while the others stay at $y_0,\dots,y_{n-1}$. If they occupy the orbitals $1,t,\dots,t^{n+1}$, their Slater determinant vanishes at the merger. The coefficient of its linear term in the separation is a product: each remaining particle contributes the square of its difference from $a$, and each pair of remaining particles contributes its difference once. The same coefficient is the determinant in which the second merging particle's row of orbital values is replaced by orbital derivatives at $a$.

For non-interacting fermions whose orbitals are these monomials times a common continuous weight function, this coefficient, multiplied by the weights and the normalisation, gives the linear term of the wavefunction as the pair separates.

## Orbitals, rows and determinants

The coordinates lie in a commutative ring $R$, which may be $\mathbb R$ or $\mathbb C$. The number $n$ of particles outside the pair may be zero.

```lean
import Mathlib

open Polynomial Filter Topology

namespace PairCoalescence

noncomputable section

variable {R : Type*} [CommRing R] {n : ℕ}
```

The row `orbitals x` lists the values $x^j$. The type `Fin m` makes $j$ run from $0$ to $m-1$.

```lean
/-- The values at the point `x` of the monomial orbitals `t ^ j`, `j = 0, …, m - 1`. -/
def orbitals {m : ℕ} (x : R) : Fin m → R := fun j => x ^ (j : ℕ)
```

The row `slopes x` lists the derivatives of the same monomials at $x$. The derivative is the formal one for polynomials, so it needs no limit and exists over every $R$.

```lean
/-- The derivatives at the point `x` of the monomial orbitals `t ^ j`, `j = 0, …, m - 1`. -/
def slopes {m : ℕ} (x : R) : Fin m → R :=
  fun j => (derivative (X ^ (j : ℕ) : R[X])).eval x
```

The matrix $M(a,r,y)$, written `pairMatrix a r y`, has the orbitals at $a$ in row 0, a free row $r$ in row 1, and the orbitals at $y_i$ in row $i+2$.

```lean
/-- The matrix whose rows are the orbitals at `a`, a free row `r`, and the orbitals at
the positions `y i` of the other `n` particles. -/
def pairMatrix (a : R) (r : Fin (n + 2) → R) (y : Fin n → R) :
    Matrix (Fin (n + 2)) (Fin (n + 2)) R :=
  Matrix.of (Matrix.vecCons (orbitals a) (Matrix.vecCons r (fun i => orbitals (y i))))
```

With the orbitals at $b$ in the free row, its determinant is the Slater determinant $S(a,b,y)$. It has no prefactor $1/\sqrt{(n+2)!}$, and the monomials are not normalised.

```lean
/-- The Slater determinant, without normalisation prefactor, of `n + 2` particles at `a`, `b` and
`y i` in the monomial orbitals. -/
def slater (a b : R) (y : Fin n → R) : R := (pairMatrix a (orbitals b) y).det
```

With the derivatives at $a$ in the free row, it is the coalesced determinant $D(a,y)$.

```lean
/-- The determinant with orbital values at `a`, orbital derivatives at `a`, and orbital
values at the `y i`. -/
def coalesced (a : R) (y : Fin n → R) : R := (pairMatrix a (slopes a) y).det
```

## (a) The derivative row

Show that entry $j$ of the derivative row at $x$ is
$$s_j(x)=j\,x^{j-1}.$$

The formal derivative of $t^j$ is $jt^{j-1}$, and evaluation at $t=x$ gives the claim. For $j=0$ the orbital is constant and the entry is $0$. Lean's subtraction of natural numbers gives $0-1=0$ in the exponent, which is harmless because the factor $j$ vanishes.

The proof unfolds `slopes` and applies the power rule `derivative_X_pow`.

```lean
/-- The derivative of the orbital `t ^ j` at `x` is `j x ^ (j - 1)`. -/
theorem slopes_apply {m : ℕ} (x : R) (j : Fin m) :
    slopes x j = ((j : ℕ) : R) * x ^ ((j : ℕ) - 1) := by
  simp [slopes, derivative_X_pow]
```

## (b) Linearity in the second particle's row

For rows $r,s,t$ and scalars $h,g$, show that
$$\det M(a,r+hs+gt,y)=\det M(a,r,y)+h\det M(a,s,y)+g\det M(a,t,y).$$

Expand along row 1. For a free row $q$, this gives $\det M(a,q,y)=\sum_j q_jC_j$, where the cofactors $C_j$ depend only on the other rows. Substituting $q_j=r_j+hs_j+gt_j$ and splitting the sum gives the three terms.

In Lean, `upd` writes each matrix as one fixed matrix with row 1 replaced, checking row 0, row 1 and the later rows separately. The Mathlib lemmas for a sum and a scalar multiple in a replaced row then do the splitting.

```lean
/-- The determinant is linear in the row of the second particle. -/
theorem det_pairMatrix_linear (a h g : R) (r s t : Fin (n + 2) → R) (y : Fin n → R) :
    (pairMatrix a (r + (h • s + g • t)) y).det =
      (pairMatrix a r y).det + (h * (pairMatrix a s y).det + g * (pairMatrix a t y).det) := by
  -- the free row is an update of row 1 of a fixed matrix
  have upd : ∀ q : Fin (n + 2) → R,
      pairMatrix a q y = (pairMatrix a 0 y).updateRow 1 q := by
    intro q
    refine Matrix.ext fun i j => ?_
    induction i using Fin.cases with
    | zero => simp [pairMatrix, Matrix.updateRow_apply]
    | succ i =>
      induction i using Fin.cases with
      | zero => simp [pairMatrix, Matrix.updateRow_apply]
      | succ i =>
        have hne : i.succ.succ ≠ (1 : Fin (n + 2)) := by
          intro h1
          have h2 := congrArg Fin.val h1
          rw [Fin.val_succ, Fin.val_succ, Fin.val_one] at h2
          omega
        simp [pairMatrix, Matrix.updateRow_apply, hne]
  rw [upd (r + (h • s + g • t)), upd r, upd s, upd t, Matrix.det_updateRow_add,
    Matrix.det_updateRow_add, Matrix.det_updateRow_smul, Matrix.det_updateRow_smul]
```

## (c) The Slater determinant as a product of differences

Show that
$$S(a,b,y)=(b-a)\prod_i(y_i-a)\prod_i(y_i-b)\prod_{i<k}(y_k-y_i).$$

Put $x_0=a$, $x_1=b$ and $x_{i+2}=y_i$, so that the matrix has entries $x_i^j$. Working from the last column to column 1, subtract $x_0$ times column $j-1$ from column $j$. Row 0 becomes $(1,0,\dots,0)$, and for $i,j\ge1$ the entries become $x_i^{j-1}(x_i-x_0)$. Expanding along row 0 and taking $x_i-x_0$ out of each remaining row leaves the same kind of determinant for $x_1,\dots,x_{n+1}$. Repeating this gives $\prod_{i<k}(x_k-x_i)$.

Now sort the pairs. The pair $(a,b)$ gives $b-a$, the pairs $(a,y_i)$ and $(b,y_i)$ give the two single products, and the rest give the double product. When $n=0$, only $b-a$ remains.

In Lean, `hV` identifies the matrix with Mathlib's `Matrix.vandermonde`, whose determinant is already known. The simplification step separates the first two points, and `ring` reorders the factors. The set `Finset.Ioi i` contains the indices above $i$, so each pair is counted once.

```lean
/-- The Slater determinant of monomial orbitals is the product of all coordinate
differences, here with the pair `a`, `b` singled out. -/
theorem slater_eq (a b : R) (y : Fin n → R) :
    slater a b y = (b - a) * (∏ i, (y i - a)) * (∏ i, (y i - b)) *
      ∏ i, ∏ k ∈ Finset.Ioi i, (y k - y i) := by
  have hV : pairMatrix a (orbitals b) y =
      Matrix.vandermonde (Matrix.vecCons a (Matrix.vecCons b y)) := by
    refine Matrix.ext fun i j => ?_
    induction i using Fin.cases with
    | zero => rfl
    | succ i =>
      induction i using Fin.cases with
      | zero => rfl
      | succ i => rfl
  rw [slater, hV, Matrix.det_vandermonde]
  simp only [Fin.prod_univ_succ, Fin.prod_Ioi_zero, Fin.prod_Ioi_succ,
    Matrix.cons_val_zero, Matrix.cons_val_succ]
  ring
```

## (d) Expansion in the separation

Let $k$ be a row that satisfies, for every $j$,
$$(a+h)^j=a^j+j\,a^{j-1}h+k_jh^2.$$
Show that
$$S(a,a+h,y)=h\,D(a,y)+h^2\det M(a,k,y).$$

The condition says that $k_jh^2$ is what is left of the displaced orbital $(a+h)^j$ after its value at $a$ and its term linear in $h$ have been subtracted. The binomial theorem supplies such a row:
$$k_j=\sum_{m=2}^{j}\binom jm a^{j-m}h^{m-2}.$$

By (a), the second particle's row is the orbital row at $a$, plus $h$ times the derivative row, plus $h^2k$. Part (b) with $g=h^2$ gives
$$S(a,a+h,y)=S(a,a,y)+h\,D(a,y)+h^2\det M(a,k,y).$$
The first term is zero, because (c) with $b=a$ contains the factor $a-a$. This is the Pauli principle for two particles at one point.

The row $k$ cannot be arbitrary. Over $\mathbb Z$ with $n=0$, $h=1$ and $k=(0,1)$, the left side is $1$ and the right side is $1+1=2$.

In Lean, `hk` is the condition on $k$, `row` is the decomposition of the row, and `pauli` removes the first term. The letter `k` is a row here, whereas in the double products it is a particle index.

```lean
/-- If `k j * h ^ 2` is the second-order remainder of the orbital `t ^ j` displaced from `a` to
`a + h`, the Slater determinant of a pair at separation `h` is `h` times the coalesced determinant
plus `h ^ 2` times the determinant with the row `k`. -/
theorem slater_expansion (a h : R) (y : Fin n → R) (k : Fin (n + 2) → R)
    (hk : ∀ j : Fin (n + 2), (a + h) ^ (j : ℕ) =
      a ^ (j : ℕ) + ((j : ℕ) : R) * a ^ ((j : ℕ) - 1) * h + k j * h ^ 2) :
    slater a (a + h) y = h * coalesced a y + h ^ 2 * (pairMatrix a k y).det := by
  have row : (orbitals (a + h) : Fin (n + 2) → R) =
      orbitals a + (h • slopes a + h ^ 2 • k) := by
    funext j
    simp only [Pi.add_apply, Pi.smul_apply, smul_eq_mul, slopes_apply, orbitals]
    rw [hk j]
    ring
  -- two particles at the same point: the zeroth order vanishes
  have pauli : (pairMatrix a (orbitals a) y).det = 0 := by
    have h0 := slater_eq a a y
    rw [sub_self, zero_mul, zero_mul, zero_mul] at h0
    exact h0
  rw [slater, row, det_pairMatrix_linear, pauli, zero_add, coalesced]
```

## (e) The coalesced determinant

Show that over every commutative ring
$$D(a,y)=\prod_i(y_i-a)^2\prod_{i<k}(y_k-y_i).$$

Let the separation be a formal variable $X$, and work with polynomials over $R$. Let $E$ be the determinant with the remainder row for $h=X$. Part (c) with $b=a+X$ and part (d) evaluate the same Slater determinant, so
$$X\prod_i(y_i-a)\prod_i(y_i-a-X)\prod_{i<k}(y_k-y_i)=X\,D(a,y)+X^2E.$$
Multiplication by $X$ only shifts coefficients, so $X$ can be cancelled even if $R$ has zero divisors:
$$\prod_i(y_i-a)\prod_i(y_i-a-X)\prod_{i<k}(y_k-y_i)=D(a,y)+X\,E.$$
At $X=0$ the term with $E$ disappears and the two single products coincide, which gives the square.

For $n=1$ the formula can be compared with direct expansion:
$$\det\begin{pmatrix}1&a&a^2\\0&1&2a\\1&y_0&y_0^2\end{pmatrix}=y_0^2-2ay_0+a^2=(y_0-a)^2.$$
For $n=0$ both sides are $1$. Over $\mathbb C$ the factor $(y_i-a)^2$ is a complex square, not the squared distance $|y_i-a|^2$.

In Lean, `C` turns an element of $R$ into a constant polynomial, and `Polynomial.powAddExpansion` supplies the remainder row. The equation `key` comes from (d), and `hmap` shows that the coalesced determinant of constant polynomials is the constant polynomial $D(a,y)$. The step `cancel` removes $X$, and `merged` evaluates at zero.

```lean
/-- Closed form of the coalesced determinant over any commutative ring: each other particle
contributes the square of its difference from `a`, and the others contribute their mutual
differences. -/
theorem coalesced_eq (a : R) (y : Fin n → R) :
    coalesced a y = (∏ i, (y i - a) ^ 2) * ∏ i, ∏ k ∈ Finset.Ioi i, (y k - y i) := by
  -- let the separation of the pair be the formal variable `X`
  have key := slater_expansion (C a) (X : R[X]) (fun i => C (y i))
    (fun j => (Polynomial.powAddExpansion (C a) (X : R[X]) (j : ℕ)).1)
    (fun j => (Polynomial.powAddExpansion (C a) (X : R[X]) (j : ℕ)).2)
  have hmap : coalesced (C a) (fun i => C (y i)) = C (coalesced a y) := by
    unfold coalesced
    rw [RingHom.map_det]
    congr 1
    refine Matrix.ext fun i j => ?_
    induction i using Fin.cases with
    | zero => simp [pairMatrix, orbitals]
    | succ i =>
      induction i using Fin.cases with
      | zero => simp [pairMatrix, slopes_apply]
      | succ i => simp [pairMatrix, orbitals]
  rw [slater_eq, hmap] at key
  generalize (pairMatrix (C a) (fun j =>
    (Polynomial.powAddExpansion (C a) (X : R[X]) (j : ℕ)).1) (fun i => C (y i))).det = E at key
  -- cancel one factor of the separation
  have cancel : (∏ i, (C (y i) - C a)) * (∏ i, (C (y i) - (C a + X))) *
      (∏ i, ∏ k ∈ Finset.Ioi i, (C (y k) - C (y i))) = C (coalesced a y) + X * E := by
    apply (Polynomial.monic_X (R := R)).isRegular.left
    show X * _ = X * _
    linear_combination key
  -- and let the pair merge
  have merged := congrArg (Polynomial.eval 0) cancel
  simp only [eval_mul, eval_prod, eval_sub, eval_add, eval_C, eval_X, add_zero,
    zero_mul] at merged
  rw [← merged, Finset.prod_pow]
  ring
```

## (f) The limit of a merging pair

Over a field with a nontrivial absolute value, such as $\mathbb R$ or $\mathbb C$, show that
$$\lim_{h\to0,\;h\ne0}\frac{S(a,a+h,y)}{h}=D(a,y).$$

For $h\ne0$, part (c) gives
$$\frac{S(a,a+h,y)}{h}=\prod_i(y_i-a)\prod_i(y_i-a-h)\prod_{i<k}(y_k-y_i).$$
The right side is a polynomial in $h$, hence continuous, and its value at $h=0$ is $D(a,y)$ by (e).

The restriction $h\ne0$ matters in Lean, where division by zero returns zero. For $n=0$ the quotient is $1$ at every nonzero $h$ but $0$ at $h=0$, so it has no limit if $h=0$ is admitted.

In the statement, `𝓝[≠] 0` means that $h$ approaches zero through nonzero values. The proof establishes continuity in `cont` and the value at zero in `val`, then shows that the quotient agrees with the continuous product wherever $h\ne0$.

A physical wavefunction also carries weights and a normalisation. For non-interacting, spin-polarised electrons filling the lowest Landau level orbitals $j=0,\dots,n+1$ of the symmetric gauge, with $t$ the complex coordinate in the plane and lengths in units of the magnetic length, the normalised orbitals are $t^je^{-|t|^2/4}/\sqrt{2\pi\,2^jj!}$. The linear coefficient of the normalised wavefunction is therefore
$$\frac{e^{-|a|^2/2}\prod_ie^{-|y_i|^2/4}}{\sqrt{(n+2)!\,\prod_{j=0}^{n+1}2\pi\,2^jj!}}\;D(a,y).$$
This passage from monomials to normalised orbitals is an addition to the Lean theorem, which concerns the polynomial factor alone.

```lean
/-- Over a nontrivially normed field, the Slater determinant of a pair at `a` and `a + h`, divided
by the separation `h`, tends to the coalesced determinant as `h` tends to zero through nonzero
values. -/
theorem tendsto_slater_div {𝕜 : Type*} [NontriviallyNormedField 𝕜] (a : 𝕜) (y : Fin n → 𝕜) :
    Tendsto (fun h => slater a (a + h) y / h) (𝓝[≠] 0) (𝓝 (coalesced a y)) := by
  have cont : Continuous (fun h : 𝕜 => (∏ i, (y i - a)) * (∏ i, (y i - (a + h))) *
      ∏ i, ∏ k ∈ Finset.Ioi i, (y k - y i)) :=
    (continuous_const.mul (continuous_finsetProd _ fun i _ => by fun_prop)).mul
      continuous_const
  have val : coalesced a y = (∏ i, (y i - a)) * (∏ i, (y i - (a + 0))) *
      ∏ i, ∏ k ∈ Finset.Ioi i, (y k - y i) := by
    rw [coalesced_eq, Finset.prod_pow, add_zero]
    ring
  rw [val]
  refine Tendsto.congr' ?_ ((cont.tendsto 0).mono_left nhdsWithin_le_nhds)
  filter_upwards [self_mem_nhdsWithin] with h hh
  have h0 : h ≠ 0 := hh
  rw [slater_eq, eq_div_iff h0]
  ring
```

## (g) When the linear coefficient is nonzero

Over an integral domain, show that
$$D(a,y)\ne0\iff y_i\ne a\text{ for all }i,\text{ and }y_i\ne y_k\text{ for all }i\ne k.$$

In an integral domain, a finite product is nonzero exactly when every factor is nonzero. By (e), the factors are $(y_i-a)^2$ and $y_k-y_i$ with $i<k$. The first kind is nonzero exactly when $y_i\ne a$, and the second exactly when $y_i\ne y_k$. So over $\mathbb R$ or $\mathbb C$ the determinant vanishes to first order, and no faster, exactly when the other particles are distinct and away from the pair.

The equivalence can fail if two nonzero elements have product zero. In $\mathbb Z/6$ take $n=2$, $a=0$ and $y=(2,3)$. These three positions are distinct, yet $D(a,y)=2^2\cdot3^2\cdot(3-2)=36=0$.

In Lean, `Function.Injective y` says that no two of the other particles coincide. The proof turns the double product back into a Vandermonde determinant, whose criterion for being nonzero is injectivity, and treats the squared factors one by one.

```lean
/-- Over an integral domain, the coalesced determinant is nonzero exactly when no other
particle sits at the pair and no two of the others coincide. -/
theorem coalesced_ne_zero_iff [IsDomain R] (a : R) (y : Fin n → R) :
    coalesced a y ≠ 0 ↔ (∀ i, y i ≠ a) ∧ Function.Injective y := by
  rw [coalesced_eq, ← Matrix.det_vandermonde, mul_ne_zero_iff,
    Matrix.det_vandermonde_ne_zero_iff, Finset.prod_ne_zero_iff]
  simp [sub_eq_zero]

end

end PairCoalescence
```

```lean
#print axioms PairCoalescence.tendsto_slater_div
-- 'PairCoalescence.tendsto_slater_div' depends on axioms: [propext, Classical.choice, Quot.sound]
#print axioms PairCoalescence.coalesced_ne_zero_iff
-- 'PairCoalescence.coalesced_ne_zero_iff' depends on axioms: [propext, Classical.choice, Quot.sound]
```
